# Quantum metric bounds Berry curvature: $\det g \ge F^2/4$ and $\operatorname{tr} g \ge |F|$ for differentiable two-parameter families of orthogonal projections

Should $\partial_a P$ be any set of matrices that obeys the algebra of a derivative, or the actual derivative of a matrix-valued function $P(k)$? I would like the second. For orthogonal projections $P(k)$ onto the occupied states, set $Q_{ab} = \operatorname{tr}(P\,\partial_a P\,\partial_b P)$. I know the claim that $Q$ is Hermitian positive semidefinite and that, for two parameters, its real part $g$ and the Berry curvature $F$ satisfy $\det g \ge F^2/4$ and $\operatorname{tr} g \ge |F|$. Can this be made rigorous and machine-checked, for any number of occupied bands?

## A Gram matrix behind both bounds

Yes, with true derivatives. Number the two parameters 0 and 1, as Lean does, and write $D_a = \partial_a P$ at a fixed $k$. The curvature is $F = -2\,\operatorname{Im} Q_{01}$.

Differentiating $P^\dagger = P$ gives $D_a^\dagger = D_a$. Using $P = P^2$ and then the cyclic property of the trace,

$$Q_{ab} = \operatorname{tr}(P P D_a D_b) = \operatorname{tr}(P D_a D_b P) = \operatorname{tr}\big((D_a P)^\dagger (D_b P)\big).$$

So $Q$ is the Gram matrix of the operators $D_a P$ in the Hilbert–Schmidt inner product. It is Hermitian, and for any complex vector $v$

$$\sum_{ab} \bar v_a Q_{ab} v_b = \Big\| \sum_a v_a D_a P \Big\|^2 \ge 0 .$$

For two parameters,

$$Q = \begin{pmatrix} g_{00} & g_{01} - iF/2 \\ g_{01} + iF/2 & g_{11} \end{pmatrix}, \qquad \det Q = \det g - \frac{F^2}{4}.$$

The determinant of a positive semidefinite matrix is nonnegative, which is the first bound. For the second, take $c = \pm 1$ and expand:

$$\|(D_0 + i c D_1)P\|^2 = Q_{00} + Q_{11} + i c\,(Q_{01} - Q_{10}) = \operatorname{tr} g + cF .$$

Here $Q_{01} - Q_{10} = 2i \operatorname{Im} Q_{01} = -iF$. Both signs give nonnegative numbers, so $\operatorname{tr} g \ge |F|$. Equality means that one of the two norms vanishes, that is, $(D_0 + iD_1)P = 0$ or $(D_0 - iD_1)P = 0$.

For non-interacting electrons in a tight-binding model with finitely many orbitals per cell, the bounds say that the occupied subspace must change with $k$ wherever its Berry curvature is nonzero: its squared rate of change, measured by $\operatorname{tr} g$, is at least $|F|$.

## How the Lean statement describes the bands

The family is a function `P : (ι → ℝ) → Matrix n n ℂ`. The type `ι` labels the parameters and the finite type `n` labels orbitals in a fixed orthonormal basis. `IsProjectionFamily P` says that every `P k` is Hermitian and idempotent. The rank is arbitrary.

`HasPartials P k D` ties the matrices `D a` to the family: each entry of `P`, with only parameter `a` varied, has the corresponding entry of `D a` as its derivative at `k`. Only partial derivatives at this one point are required.

`geomTensor`, `quantumMetric` and `berryCurvature` are the definitions of $Q$, $g$ and $F$. The sign of $F$ is that of $\partial_0 A_1 - \partial_1 A_0$ with $A_a = i\langle u|\partial_a u\rangle$ for a single band $|u\rangle$; for several bands $F$ is the trace of the curvature matrix.

`geomTensor_posSemidef` covers any finite number of parameters, and Mathlib's `PosSemidef` includes Hermiticity. `quantum_geometry_bounds` adds the two inequalities for two parameters, and `trace_bound_eq_iff` gives the equality condition. All are statements at one $k$: there is no Hamiltonian, Brillouin-zone integral or Chern number, and existence of the derivatives is assumed, which can fail where a gap closes.

```lean
import Mathlib

open Matrix
open scoped ComplexOrder

namespace QuantumGeometricTensor

noncomputable section

variable {n ι : Type*} [Fintype n] [DecidableEq ι]

/-- A family of orthogonal projections on `C^n`, labelled by real parameters `k`. -/
def IsProjectionFamily (P : (ι → ℝ) → Matrix n n ℂ) : Prop :=
  ∀ k, (P k).IsHermitian ∧ P k * P k = P k

/-- The matrices `D a` are the partial derivatives of the family `P` at the point `k`. -/
def HasPartials (P : (ι → ℝ) → Matrix n n ℂ) (k : ι → ℝ) (D : ι → Matrix n n ℂ) : Prop :=
  ∀ a i j, HasDerivAt (fun t : ℝ => P (Function.update k a t) i j) (D a i j) (k a)

/-- The quantum geometric tensor `Q_ab = tr(P ∂aP ∂bP)`. -/
def geomTensor (p : Matrix n n ℂ) (D : ι → Matrix n n ℂ) : Matrix ι ι ℂ :=
  Matrix.of fun a b => (p * D a * D b).trace

/-- The quantum metric `g = Re Q`. -/
def quantumMetric (Q : Matrix ι ι ℂ) : Matrix ι ι ℝ :=
  Matrix.of fun a b => (Q a b).re

/-- The Berry curvature `F = -2 Im Q_01` of a two-parameter family. -/
def berryCurvature (Q : Matrix (Fin 2) (Fin 2) ℂ) : ℝ := -2 * (Q 0 1).im

/-- The partial derivatives of a family of orthogonal projections are Hermitian. -/
theorem partial_isHermitian {P : (ι → ℝ) → Matrix n n ℂ} {k : ι → ℝ}
    {D : ι → Matrix n n ℂ} (hP : IsProjectionFamily P) (hD : HasPartials P k D) (a : ι) :
    (D a).IsHermitian := by
  ext i j
  have h := (hD a j i).star.congr_of_eventuallyEq
    (Filter.Eventually.of_forall fun t =>
      ((hP (Function.update k a t)).1.apply i j).symm)
  exact h.unique (hD a i j)

/-- The quantum geometric tensor is the matrix of Hilbert-Schmidt inner products of the
operators `∂aP P`, written out in matrix entries. -/
theorem geomTensor_eq_sum {P : (ι → ℝ) → Matrix n n ℂ} {k : ι → ℝ}
    {D : ι → Matrix n n ℂ} (hP : IsProjectionFamily P) (hD : HasPartials P k D) (a b : ι) :
    geomTensor (P k) D a b =
      ∑ x : n × n, star ((D a * P k) x.1 x.2) * (D b * P k) x.1 x.2 := by
  have hs : ∀ M N : Matrix n n ℂ,
      (Mᴴ * N).trace = ∑ x : n × n, star (M x.1 x.2) * N x.1 x.2 := by
    intro M N
    rw [Fintype.sum_prod_type, Finset.sum_comm]
    simp [Matrix.trace, Matrix.mul_apply]
  rw [← hs, Matrix.conjTranspose_mul, (partial_isHermitian hP hD a).eq, (hP k).1.eq]
  -- idempotency supplies a second projector, cyclicity moves it to the right
  calc (P k * D a * D b).trace = (P k * (P k * D a * D b)).trace := by
        rw [← mul_assoc, ← mul_assoc, (hP k).2]
    _ = (P k * D a * D b * P k).trace := Matrix.trace_mul_comm _ _
    _ = (P k * D a * (D b * P k)).trace := by rw [mul_assoc (P k * D a)]

/-- For any number of parameters the quantum geometric tensor is Hermitian and positive
semidefinite. -/
theorem geomTensor_posSemidef [Fintype ι] {P : (ι → ℝ) → Matrix n n ℂ} {k : ι → ℝ}
    {D : ι → Matrix n n ℂ} (hP : IsProjectionFamily P) (hD : HasPartials P k D) :
    (geomTensor (P k) D).PosSemidef := by
  have h : geomTensor (P k) D =
      (Matrix.of fun (x : n × n) (a : ι) => (D a * P k) x.1 x.2)ᴴ *
        (Matrix.of fun (x : n × n) (a : ι) => (D a * P k) x.1 x.2) := by
    ext a b
    rw [geomTensor_eq_sum hP hD]
    rfl
  rw [h]
  exact Matrix.posSemidef_conjTranspose_mul_self _

/-- For `c = 1` or `c = -1`, the combination `tr g + c F` is the squared Hilbert-Schmidt norm of
`(∂0P + i c ∂1P) P`. -/
theorem trace_add_curvature {P : (Fin 2 → ℝ) → Matrix n n ℂ} {k : Fin 2 → ℝ}
    {D : Fin 2 → Matrix n n ℂ} (hP : IsProjectionFamily P) (hD : HasPartials P k D)
    {c : ℝ} (hc : c ^ 2 = 1) :
    (quantumMetric (geomTensor (P k) D)).trace + c * berryCurvature (geomTensor (P k) D) =
      ∑ x : n × n, ‖((D 0 + ((c : ℂ) * Complex.I) • D 1) * P k) x.1 x.2‖ ^ 2 := by
  simp only [Matrix.trace_fin_two, quantumMetric, berryCurvature, Matrix.of_apply,
    geomTensor_eq_sum hP hD, Complex.re_sum, Complex.im_sum, Finset.mul_sum,
    ← Finset.sum_add_distrib]
  refine Finset.sum_congr rfl fun x _ => ?_
  rw [Matrix.add_mul, Matrix.smul_mul, Matrix.add_apply, Matrix.smul_apply, smul_eq_mul]
  generalize (D 0 * P k) x.1 x.2 = u
  generalize (D 1 * P k) x.1 x.2 = v
  rw [Complex.sq_norm, Complex.normSq_apply]
  simp only [Complex.star_def, Complex.mul_re, Complex.mul_im, Complex.add_re, Complex.add_im,
    Complex.conj_re, Complex.conj_im, Complex.ofReal_re, Complex.ofReal_im, Complex.I_re,
    Complex.I_im]
  linear_combination (-(v.re ^ 2 + v.im ^ 2)) * hc

/-- For a two-parameter family of orthogonal projections the quantum geometric tensor is
Hermitian positive semidefinite, `det g ≥ F²/4` and `tr g ≥ |F|`. -/
theorem quantum_geometry_bounds {P : (Fin 2 → ℝ) → Matrix n n ℂ} {k : Fin 2 → ℝ}
    {D : Fin 2 → Matrix n n ℂ} (hP : IsProjectionFamily P) (hD : HasPartials P k D) :
    (geomTensor (P k) D).PosSemidef ∧
    berryCurvature (geomTensor (P k) D) ^ 2 / 4 ≤
      (quantumMetric (geomTensor (P k) D)).det ∧
    |berryCurvature (geomTensor (P k) D)| ≤ (quantumMetric (geomTensor (P k) D)).trace := by
  have hQ := geomTensor_posSemidef hP hD
  refine ⟨hQ, ?_, ?_⟩
  · -- the determinant of `Q` is `det g - F²/4`
    have hdet := (Complex.le_def.mp hQ.det_nonneg).1
    have h00 := congrArg Complex.im (hQ.isHermitian.apply 0 0)
    have hre := congrArg Complex.re (hQ.isHermitian.apply 0 1)
    have him := congrArg Complex.im (hQ.isHermitian.apply 0 1)
    simp only [Complex.star_def, Complex.conj_re, Complex.conj_im] at h00 hre him
    have h0 : (geomTensor (P k) D 0 0).im = 0 := by linarith
    rw [Matrix.det_fin_two] at hdet
    simp only [Complex.zero_re, Complex.sub_re, Complex.mul_re, h0, hre, ← him] at hdet
    simp only [Matrix.det_fin_two, quantumMetric, berryCurvature, Matrix.of_apply, hre, ← him]
    linarith
  · have h1 := trace_add_curvature hP hD (c := 1) (by norm_num)
    have h2 := trace_add_curvature hP hD (c := -1) (by norm_num)
    have p1 := h1.symm ▸ Finset.sum_nonneg fun (x : n × n) _ => sq_nonneg
      ‖((D 0 + (((1 : ℝ) : ℂ) * Complex.I) • D 1) * P k) x.1 x.2‖
    have p2 := h2.symm ▸ Finset.sum_nonneg fun (x : n × n) _ => sq_nonneg
      ‖((D 0 + (((-1 : ℝ) : ℂ) * Complex.I) • D 1) * P k) x.1 x.2‖
    exact abs_le.mpr ⟨by linarith, by linarith⟩

/-- The trace bound is an equality exactly when `(∂0P + i ∂1P) P = 0` or `(∂0P - i ∂1P) P = 0`. -/
theorem trace_bound_eq_iff {P : (Fin 2 → ℝ) → Matrix n n ℂ} {k : Fin 2 → ℝ}
    {D : Fin 2 → Matrix n n ℂ} (hP : IsProjectionFamily P) (hD : HasPartials P k D) :
    (quantumMetric (geomTensor (P k) D)).trace = |berryCurvature (geomTensor (P k) D)| ↔
      (D 0 + Complex.I • D 1) * P k = 0 ∨ (D 0 - Complex.I • D 1) * P k = 0 := by
  have key : ∀ c : ℝ, c ^ 2 = 1 →
      ((quantumMetric (geomTensor (P k) D)).trace +
        c * berryCurvature (geomTensor (P k) D) = 0 ↔
        (D 0 + ((c : ℂ) * Complex.I) • D 1) * P k = 0) := by
    intro c hc
    rw [trace_add_curvature hP hD hc, Finset.sum_eq_zero_iff_of_nonneg fun x _ => sq_nonneg _]
    constructor
    · intro h
      ext i j
      exact norm_eq_zero.mp (pow_eq_zero_iff two_ne_zero |>.mp (h (i, j) (Finset.mem_univ _)))
    · intro h x _
      rw [h]
      simp
  have e1 : D 0 + (((1 : ℝ) : ℂ) * Complex.I) • D 1 = D 0 + Complex.I • D 1 := by simp
  have e2 : D 0 + (((-1 : ℝ) : ℂ) * Complex.I) • D 1 = D 0 - Complex.I • D 1 := by
    simp [sub_eq_add_neg]
  have hb := (quantum_geometry_bounds hP hD).2.2
  rw [← e1, ← e2, ← key 1 (by norm_num), ← key (-1) (by norm_num)]
  constructor
  · intro h
    rcases abs_choice (berryCurvature (geomTensor (P k) D)) with h' | h'
    · right; linarith
    · left; linarith
  · have l1 := le_abs_self (berryCurvature (geomTensor (P k) D))
    have l2 := neg_le_abs (berryCurvature (geomTensor (P k) D))
    rintro (h | h) <;> linarith

/-- The spin-1/2 projector `(1 + n·σ)/2`, with `n` the unit vector of polar angle `k 0` and
azimuth `k 1`. -/
def spinProjector (k : Fin 2 → ℝ) : Matrix (Fin 2) (Fin 2) ℂ :=
  !![(1 + (Real.cos (k 0) : ℂ)) / 2,
      (Real.sin (k 0) : ℂ) * ((Real.cos (k 1) : ℂ) - Complex.I * (Real.sin (k 1) : ℂ)) / 2;
    (Real.sin (k 0) : ℂ) * ((Real.cos (k 1) : ℂ) + Complex.I * (Real.sin (k 1) : ℂ)) / 2,
      (1 - (Real.cos (k 0) : ℂ)) / 2]

/-- The matrices `-σz/2` and `σy/2`. -/
def equatorPartials : Fin 2 → Matrix (Fin 2) (Fin 2) ℂ :=
  ![!![-1 / 2, 0; 0, 1 / 2], !![0, -Complex.I / 2; Complex.I / 2, 0]]

/-- The spin-1/2 projectors form a projection family. -/
theorem spinProjector_isProjectionFamily : IsProjectionFamily spinProjector := by
  intro k
  constructor
  · ext i j
    fin_cases i <;> fin_cases j <;>
      simp [spinProjector, -Complex.ofReal_cos, -Complex.ofReal_sin, sub_eq_add_neg]
  · have unit : ∀ t : ℝ, (Real.cos t : ℂ) ^ 2 + (Real.sin t : ℂ) ^ 2 = 1 := by
      intro t
      exact_mod_cast congrArg Complex.ofReal (Real.cos_sq_add_sin_sq t)
    have h1 := unit (k 0)
    have h2 := unit (k 1)
    unfold spinProjector
    generalize (Real.cos (k 0) : ℂ) = c at *
    generalize (Real.sin (k 0) : ℂ) = s at *
    generalize (Real.cos (k 1) : ℂ) = u at *
    generalize (Real.sin (k 1) : ℂ) = v at *
    have e00 : (1 + c) / 2 * ((1 + c) / 2) +
        s * (u - Complex.I * v) / 2 * (s * (u + Complex.I * v) / 2) = (1 + c) / 2 := by
      linear_combination h1 / 4 + s ^ 2 / 4 * h2 - s ^ 2 * v ^ 2 / 4 * Complex.I_sq
    have e01 : (1 + c) / 2 * (s * (u - Complex.I * v) / 2) +
        s * (u - Complex.I * v) / 2 * ((1 - c) / 2) = s * (u - Complex.I * v) / 2 := by ring
    have e10 : s * (u + Complex.I * v) / 2 * ((1 + c) / 2) +
        (1 - c) / 2 * (s * (u + Complex.I * v) / 2) = s * (u + Complex.I * v) / 2 := by ring
    have e11 : s * (u + Complex.I * v) / 2 * (s * (u - Complex.I * v) / 2) +
        (1 - c) / 2 * ((1 - c) / 2) = (1 - c) / 2 := by
      linear_combination h1 / 4 + s ^ 2 / 4 * h2 - s ^ 2 * v ^ 2 / 4 * Complex.I_sq
    rw [Matrix.mul_fin_two, e00, e01, e10, e11]

/-- At the equator point `(π/2, 0)` the spin-1/2 projectors have partial derivatives `-σz/2`
and `σy/2`, the curvature is `F = -1/2`, and both bounds are equalities. -/
theorem spinProjector_witness :
    IsProjectionFamily spinProjector ∧
    HasPartials spinProjector ![Real.pi / 2, 0] equatorPartials ∧
    berryCurvature (geomTensor (spinProjector ![Real.pi / 2, 0]) equatorPartials) = -1 / 2 ∧
    (quantumMetric (geomTensor (spinProjector ![Real.pi / 2, 0]) equatorPartials)).det =
      (-1 / 2) ^ 2 / 4 ∧
    (quantumMetric (geomTensor (spinProjector ![Real.pi / 2, 0]) equatorPartials)).trace =
      |(-1 / 2 : ℝ)| := by
  have hp : spinProjector ![Real.pi / 2, 0] = !![1 / 2, 1 / 2; 1 / 2, 1 / 2] := by
    simp [spinProjector]
  have hQ : geomTensor (spinProjector ![Real.pi / 2, 0]) equatorPartials =
      !![1 / 4, Complex.I / 4; -Complex.I / 4, 1 / 4] := by
    rw [hp]
    ext i j
    fin_cases i <;> fin_cases j <;>
      simp [geomTensor, equatorPartials, Matrix.trace_fin_two, Complex.ext_iff] <;> norm_num
  refine ⟨spinProjector_isProjectionFamily, ?_, ?_, ?_, ?_⟩
  · -- derivatives of sine and cosine at the two angles
    have hs := (Real.hasDerivAt_sin (Real.pi / 2)).ofReal_comp
    have hc := (Real.hasDerivAt_cos (Real.pi / 2)).ofReal_comp
    have hs' := (Real.hasDerivAt_sin 0).ofReal_comp
    have hc' := (Real.hasDerivAt_cos 0).ofReal_comp
    simp only [HasPartials, Fin.forall_fin_two]
    refine ⟨⟨⟨?_, ?_⟩, ?_, ?_⟩, ⟨?_, ?_⟩, ?_, ?_⟩
    · simpa [spinProjector, equatorPartials] using (hc.const_add 1).div_const 2
    · simpa [spinProjector, equatorPartials] using hs.div_const 2
    · simpa [spinProjector, equatorPartials] using hs.div_const 2
    · simpa [spinProjector, equatorPartials] using (hc.const_sub 1).div_const 2
    · simp [spinProjector, equatorPartials, hasDerivAt_const]
    · simpa [spinProjector, equatorPartials] using
        (hc'.fun_sub (hs'.const_mul Complex.I)).div_const 2
    · simpa [spinProjector, equatorPartials] using
        (hc'.fun_add (hs'.const_mul Complex.I)).div_const 2
    · simp [spinProjector, equatorPartials, hasDerivAt_const]
  · rw [hQ]
    norm_num [berryCurvature]
  · rw [hQ]
    norm_num [quantumMetric, Matrix.det_fin_two]
  · rw [hQ]
    norm_num [quantumMetric, Matrix.trace_fin_two, abs_of_pos, abs_of_neg]

end

end QuantumGeometricTensor
```

```lean
#print axioms QuantumGeometricTensor.quantum_geometry_bounds
-- 'QuantumGeometricTensor.quantum_geometry_bounds' depends on axioms: [propext, Classical.choice, Quot.sound]
#print axioms QuantumGeometricTensor.trace_bound_eq_iff
-- 'QuantumGeometricTensor.trace_bound_eq_iff' depends on axioms: [propext, Classical.choice, Quot.sound]
```

## From Hermitian derivatives to the equality case

`partial_isHermitian` conjugates the derivative of entry $(j,i)$. Since $P$ is Hermitian, the conjugated function is entry $(i,j)$, and uniqueness of derivatives gives $D_a^\dagger = D_a$.

`geomTensor_eq_sum` is the Gram identity written in matrix entries. Its `calc` block inserts the second projector by idempotency and moves it to the right with `Matrix.trace_mul_comm`. `geomTensor_posSemidef` then arranges the entries of each $D_a P$ as a column of a matrix $A$, so that $Q = A^\dagger A$.

`trace_add_curvature` proves the expansion with $c$ entry by entry. With $u$ and $v$ the entries of $D_0P$ and $D_1P$, it comes down to

$$|u|^2 + |v|^2 - 2c\,\operatorname{Im}(\bar u v) = |u + icv|^2 ,$$

and the final `linear_combination` uses $c^2 = 1$.

In `quantum_geometry_bounds`, the determinant bound is the real part of $\det Q \ge 0$, with Hermiticity relating $Q_{10}$ to $Q_{01}$. The trace bound combines the cases $c = 1$ and $c = -1$. For `trace_bound_eq_iff`, the auxiliary statement `key` says that a sum of squared moduli is zero exactly when every entry is zero; the sign of $F$ then selects the alternative.

`spinProjector_witness` treats the spin-1/2 projector with polar angle $\pi/2$ and azimuth 0. There $D_0 = -\sigma_z/2$, $D_1 = \sigma_y/2$ and

$$Q = \frac14 \begin{pmatrix} 1 & i \\ -i & 1 \end{pmatrix}.$$

Hence $F = -1/2$, $\det g = 1/16 = F^2/4$ and $\operatorname{tr} g = 1/2 = |F|$: both bounds are attained.

## Checking a band-structure code

This section and the next are worked by hand and do not appear in the Lean file. In a tight-binding code with orthonormal orbitals, occupied states $|n\rangle$, empty states $|m\rangle$, and a gap between them, perturbation theory gives

$$Q_{ab} = \sum_{n\,\text{occ}} \sum_{m\,\text{empty}} \frac{\langle n|\partial_a H|m\rangle \langle m|\partial_b H|n\rangle}{(E_n - E_m)^2}.$$

Alternatively, one builds $P = \sum_n |n\rangle\langle n|$, which does not depend on the phases of the eigenvectors, and takes finite differences. These differences are Hermitian matrices, and the algebra above uses nothing else about $D_a$. If $g$ and $F$ are both taken from $Q_{ab} = \operatorname{tr}(P D_a D_b)$ with these differences, the bounds therefore hold at any step size, and a violation beyond rounding error points to a fault in the code, not to a coarse mesh. This guarantee is lost if $F$ comes from a different discretisation, such as phases around a plaquette.

## With a negative eigenvalue both bounds can fail

Take $P(k) = \sigma_z + k_0 \sigma_x + k_1 \sigma_y$ at $k = 0$. It is Hermitian and differentiable, but it has the eigenvalue $-1$, so it is neither a projection nor a density matrix. The derivatives are $D_0 = \sigma_x$ and $D_1 = \sigma_y$, so

$$Q_{00} = Q_{11} = \operatorname{tr}\sigma_z = 0, \qquad Q_{01} = \operatorname{tr}(\sigma_z\, i\sigma_z) = 2i .$$

Then $g = 0$ and $F = -4$. The determinant bound would require $0 \ge 4$, and so would the trace bound. What is missing here is positivity. If $P$ is positive semidefinite but not idempotent, as with fractional occupations, then $Q_{ab} = \operatorname{tr}\big((D_a P^{1/2})^\dagger (D_b P^{1/2})\big)$ is still a Gram matrix, and both inequalities hold for $\operatorname{Re} Q$ and $-2\operatorname{Im} Q_{01}$.
